# The self-energy slope gives the weight of a level coupled to a finite Hermitian block, at energies off the block's spectrum

If a block of states is eliminated from a Hamiltonian written in an orthonormal basis and only one level is kept, the reduced equation can still give the right energy $E$, but normalising its one-component solution to one overstates the probability of finding the system in that level whenever the level is coupled to the block. For a finite Hermitian block whose spectrum does not contain $E$, the theorems below give the correct probability.

```lean
import Mathlib

open Matrix Filter Topology

namespace SelfEnergyWeight

noncomputable section

variable {n : Type*} [Fintype n] [DecidableEq n]

/-- The squared norm of a state vector: the sum of the squared moduli of its amplitudes. -/
def weight {ι : Type*} [Fintype ι] (v : ι → ℂ) : ℝ := ∑ i, ‖v i‖ ^ 2

/-- The block Hamiltonian `[[a, b*], [b, D]]`: one level of energy `a` coupled by `b` to a
block `D`. -/
def hamiltonian (a : ℝ) (b : n → ℂ) (D : Matrix n n ℂ) : Matrix (Unit ⊕ n) (Unit ⊕ n) ℂ :=
  Matrix.fromBlocks (Matrix.of fun _ _ => (a : ℂ)) (Matrix.of fun _ j => star (b j))
    (Matrix.of fun i _ => b i) D

/-- The state with amplitude `x` on the single level and amplitudes `y` on the block. -/
def state (x : ℂ) (y : n → ℂ) : Unit ⊕ n → ℂ := Sum.elim (fun _ => x) y

/-- The resolvent `(z - D)⁻¹` of the block, for `z` outside the spectrum of `D`. -/
def resolventD (D : Matrix n n ℂ) (z : ℂ) : Matrix n n ℂ := (z • (1 : Matrix n n ℂ) - D)⁻¹

/-- The self-energy `S(z) = ⟨b, (z - D)⁻¹ b⟩`, for `z` outside the spectrum of `D`. -/
def selfEnergy (b : n → ℂ) (D : Matrix n n ℂ) (z : ℂ) : ℂ :=
  star b ⬝ᵥ (resolventD D z *ᵥ b)

omit [DecidableEq n] in
/-- The eigenvalue equation of the block Hamiltonian is the pair of its two block rows. -/
theorem eigen_iff_rows (a : ℝ) (b : n → ℂ) (D : Matrix n n ℂ) (z x : ℂ) (y : n → ℂ) :
    hamiltonian a b D *ᵥ state x y = z • state x y ↔
      (a * x + star b ⬝ᵥ y = z * x) ∧ ∀ i, b i * x + (D *ᵥ y) i = z * y i := by
  constructor
  · intro h
    refine ⟨?_, fun i => ?_⟩
    · have h1 := congrFun h (Sum.inl ())
      simpa [hamiltonian, state, Matrix.mulVec, dotProduct] using h1
    · have h2 := congrFun h (Sum.inr i)
      simpa [hamiltonian, state, Matrix.mulVec, dotProduct] using h2
  · rintro ⟨h1, h2⟩
    funext k
    rcases k with u | i
    · simpa [hamiltonian, state, Matrix.mulVec, dotProduct] using h1
    · simpa [hamiltonian, state, Matrix.mulVec, dotProduct] using h2 i

/-- If `z - D` is invertible, the block amplitudes of an eigenvector at `z` are
`y = x (z - D)⁻¹ b`. -/
theorem block_amplitudes {a : ℝ} {b : n → ℂ} {D : Matrix n n ℂ} {z x : ℂ} {y : n → ℂ}
    (hz : (z • (1 : Matrix n n ℂ) - D).det ≠ 0)
    (hv : hamiltonian a b D *ᵥ state x y = z • state x y) :
    y = x • (resolventD D z *ᵥ b) := by
  have h2 := ((eigen_iff_rows a b D z x y).1 hv).2
  have h : (z • (1 : Matrix n n ℂ) - D) *ᵥ y = x • b := by
    funext i
    rw [Matrix.sub_mulVec, Matrix.smul_mulVec, Matrix.one_mulVec]
    simp only [Pi.sub_apply, Pi.smul_apply, smul_eq_mul]
    linear_combination -(h2 i)
  rw [← Matrix.mulVec_smul, ← h, Matrix.mulVec_mulVec, resolventD,
    Matrix.nonsing_inv_mul _ hz.isUnit, Matrix.one_mulVec]

/-- If `z - D` is invertible, `z` is an eigenvalue of the block Hamiltonian exactly when
`z = a + S(z)`. -/
theorem eigenvalue_iff (a : ℝ) (b : n → ℂ) (D : Matrix n n ℂ) (z : ℂ)
    (hz : (z • (1 : Matrix n n ℂ) - D).det ≠ 0) :
    (∃ x y, state x y ≠ 0 ∧ hamiltonian a b D *ᵥ state x y = z • state x y) ↔
      z = a + selfEnergy b D z := by
  constructor
  · rintro ⟨x, y, hne, hv⟩
    have hy := block_amplitudes hz hv
    -- the single level is occupied, otherwise the whole state vanishes
    have hx : x ≠ 0 := by
      intro hx
      apply hne
      funext k
      rcases k with u | i <;> simp [state, hy, hx]
    have h1 := ((eigen_iff_rows a b D z x y).1 hv).1
    rw [hy, dotProduct_smul, smul_eq_mul] at h1
    apply mul_right_cancel₀ hx
    unfold selfEnergy
    linear_combination -h1
  · intro h
    refine ⟨1, resolventD D z *ᵥ b, fun h0 => ?_, (eigen_iff_rows _ _ _ _ _ _).2 ⟨?_, ?_⟩⟩
    · have h1 := congrFun h0 (Sum.inl ())
      simp [state] at h1
    · unfold selfEnergy at h
      linear_combination -h
    · intro i
      have hb : (z • (1 : Matrix n n ℂ) - D) *ᵥ (resolventD D z *ᵥ b) = b := by
        rw [Matrix.mulVec_mulVec, resolventD, Matrix.mul_nonsing_inv _ hz.isUnit,
          Matrix.one_mulVec]
      rw [Matrix.sub_mulVec, Matrix.smul_mulVec, Matrix.one_mulVec] at hb
      have hi := congrFun hb i
      simp only [Pi.sub_apply, Pi.smul_apply, smul_eq_mul] at hi
      linear_combination -hi

/-- The resolvent identity `R(w) - R(z) = (z - w) R(w) R(z)`, for `w - D` and `z - D`
invertible. -/
theorem resolvent_identity (D : Matrix n n ℂ) {w z : ℂ}
    (hw : (w • (1 : Matrix n n ℂ) - D).det ≠ 0) (hz : (z • (1 : Matrix n n ℂ) - D).det ≠ 0) :
    resolventD D w - resolventD D z = (z - w) • (resolventD D w * resolventD D z) := by
  have key : ∀ A B : Matrix n n ℂ, A.det ≠ 0 → B.det ≠ 0 →
      A⁻¹ - B⁻¹ = A⁻¹ * (B - A) * B⁻¹ := by
    intro A B hA hB
    rw [mul_sub, sub_mul, Matrix.nonsing_inv_mul A hA.isUnit, one_mul, mul_assoc,
      Matrix.mul_nonsing_inv B hB.isUnit, mul_one]
  have hd : (z • (1 : Matrix n n ℂ) - D) - (w • (1 : Matrix n n ℂ) - D)
      = (z - w) • (1 : Matrix n n ℂ) := by
    rw [sub_smul]; abel
  unfold resolventD
  rw [key _ _ hw hz, hd, Matrix.mul_smul, mul_one, Matrix.smul_mul]

/-- If `z - D` is invertible, the self-energy has derivative `S'(z) = -⟨b, (z - D)⁻² b⟩`. -/
theorem hasDerivAt_selfEnergy (b : n → ℂ) (D : Matrix n n ℂ) {z : ℂ}
    (hz : (z • (1 : Matrix n n ℂ) - D).det ≠ 0) :
    HasDerivAt (selfEnergy b D)
      (-(star b ⬝ᵥ ((resolventD D z * resolventD D z) *ᵥ b))) z := by
  have hc : Continuous fun w : ℂ => w • (1 : Matrix n n ℂ) - D :=
    (continuous_id.smul continuous_const).sub continuous_const
  -- the resolvent is continuous, being the adjugate over the determinant
  have hR : ContinuousAt (resolventD D) z := by
    have he : resolventD D = fun w => ((w • (1 : Matrix n n ℂ) - D).det)⁻¹ •
        (w • (1 : Matrix n n ℂ) - D).adjugate := by
      funext w
      rw [resolventD, Matrix.inv_def, Ring.inverse_eq_inv']
    rw [he]
    exact (hc.matrix_det.continuousAt.inv₀ hz).smul hc.matrix_adjugate.continuousAt
  have hf : Continuous fun M : Matrix n n ℂ => -(star b ⬝ᵥ ((M * resolventD D z) *ᵥ b)) := by
    have hv : Continuous fun M : Matrix n n ℂ => (M * resolventD D z) *ᵥ b :=
      (continuous_id.matrix_mul continuous_const).matrix_mulVec continuous_const
    unfold dotProduct
    exact (continuous_finsetSum _ fun i _ =>
      continuous_const.mul ((continuous_apply i).comp hv)).neg
  have hlim : Tendsto (fun w => -(star b ⬝ᵥ ((resolventD D w * resolventD D z) *ᵥ b)))
      (𝓝[≠] z) (𝓝 (-(star b ⬝ᵥ ((resolventD D z * resolventD D z) *ᵥ b)))) :=
    (hf.continuousAt.tendsto.comp hR.tendsto).mono_left nhdsWithin_le_nhds
  rw [hasDerivAt_iff_tendsto_slope]
  refine hlim.congr' ?_
  -- the difference quotient follows from the resolvent identity
  filter_upwards [self_mem_nhdsWithin,
    nhdsWithin_le_nhds (hc.matrix_det.continuousAt.eventually_ne hz)] with w hw hdet
  have hne : w - z ≠ 0 := sub_ne_zero.mpr hw
  have hs : selfEnergy b D w - selfEnergy b D z
      = (z - w) * (star b ⬝ᵥ ((resolventD D w * resolventD D z) *ᵥ b)) := by
    unfold selfEnergy
    rw [← dotProduct_sub, ← Matrix.sub_mulVec, resolvent_identity D hdet hz,
      Matrix.smul_mulVec, dotProduct_smul, smul_eq_mul]
  rw [slope_def_field, eq_div_iff hne, hs]
  ring

/-- For Hermitian `D` and real `E` with `E - D` invertible, `S'(E) = -‖(E - D)⁻¹ b‖²`. -/
theorem hasDerivAt_selfEnergy_real (b : n → ℂ) {D : Matrix n n ℂ} (hD : D.IsHermitian) {E : ℝ}
    (hE : ((E : ℂ) • (1 : Matrix n n ℂ) - D).det ≠ 0) :
    HasDerivAt (selfEnergy b D) (-(weight (resolventD D E *ᵥ b) : ℂ)) (E : ℂ) := by
  have hG : (resolventD D E)ᴴ = resolventD D E := by
    rw [resolventD, Matrix.conjTranspose_nonsing_inv]
    simp [Matrix.conjTranspose_sub, Matrix.conjTranspose_smul, hD.eq]
  have hs : star b ᵥ* resolventD D E = star (resolventD D E *ᵥ b) := by
    rw [Matrix.star_mulVec, hG]
  convert hasDerivAt_selfEnergy b D hE using 2
  rw [← Matrix.mulVec_mulVec, Matrix.dotProduct_mulVec, hs]
  simp only [weight, dotProduct, Pi.star_apply]
  push_cast
  exact Finset.sum_congr rfl fun i _ => (Complex.conj_mul' _).symm

/-- Let `D` be Hermitian, `E` real and `E - D` invertible. A normalised eigenvector `(x, y)`
at `E` has `|x|² = 1 / (1 + ‖(E - D)⁻¹ b‖²) = 1 / (1 - S'(E))`. -/
theorem level_weight {a E : ℝ} {b : n → ℂ} {D : Matrix n n ℂ} {x : ℂ} {y : n → ℂ}
    (hD : D.IsHermitian) (hE : ((E : ℂ) • (1 : Matrix n n ℂ) - D).det ≠ 0)
    (hv : hamiltonian a b D *ᵥ state x y = (E : ℂ) • state x y)
    (hn : weight (state x y) = 1) :
    ‖x‖ ^ 2 = 1 / (1 + weight (resolventD D E *ᵥ b)) ∧
      ((‖x‖ ^ 2 : ℝ) : ℂ) = 1 / (1 - deriv (selfEnergy b D) E) := by
  have hpos : 0 ≤ weight (resolventD D E *ᵥ b) := Finset.sum_nonneg fun i _ => sq_nonneg _
  have hsum : weight (state x y) = ‖x‖ ^ 2 + weight y := by simp [weight, state]
  -- the block carries `‖(E - D)⁻¹ b‖²` times the weight of the single level
  have hy : weight y = ‖x‖ ^ 2 * weight (resolventD D E *ᵥ b) := by
    rw [block_amplitudes hE hv]
    simp [weight, mul_pow, Finset.mul_sum]
  have h1 : ‖x‖ ^ 2 = 1 / (1 + weight (resolventD D E *ᵥ b)) := by
    rw [eq_div_iff (by linarith)]
    linarith
  refine ⟨h1, ?_⟩
  rw [(hasDerivAt_selfEnergy_real b hD hE).deriv, sub_neg_eq_add, h1]
  simp

end

end SelfEnergyWeight
```

```lean
#print axioms SelfEnergyWeight.eigenvalue_iff
#print axioms SelfEnergyWeight.hasDerivAt_selfEnergy
#print axioms SelfEnergyWeight.level_weight
```

```
'SelfEnergyWeight.eigenvalue_iff' depends on axioms: [propext, Classical.choice, Quot.sound]
'SelfEnergyWeight.hasDerivAt_selfEnergy' depends on axioms: [propext, Classical.choice, Quot.sound]
'SelfEnergyWeight.level_weight' depends on axioms: [propext, Classical.choice, Quot.sound]
```

## One level, one block and a normalised eigenstate

The Hamiltonian and its eigenstate are

$$
H=\begin{pmatrix} a & b^\dagger\\ b & D\end{pmatrix},\qquad
H\begin{pmatrix}x\\y\end{pmatrix}=E\begin{pmatrix}x\\y\end{pmatrix}.
$$

Here $a$ is the real energy of the single level, $D$ is a finite square matrix acting on the block, and $b$ is the column of couplings between them. The number $x$ is the amplitude on the level, and the vector $y$ holds the amplitudes on the block. Write $R(z)=(z-D)^{-1}$ for the resolvent of the block, and

$$
S(z)=b^\dagger R(z)\,b
$$

for the self-energy, the energy-dependent term that the eliminated block leaves behind.

The main theorem, `level_weight`, assumes that $D$ is Hermitian, that $E$ is real, that $E-D$ is invertible, and that $(x,y)$ is an eigenvector at $E$ with unit norm. It concludes that

$$
|x|^2=\frac{1}{1+\|R(E)b\|^2}=\frac{1}{1-S'(E)} .
$$

The slope $S'(E)$ is therefore never positive, and the steeper the self-energy at the eigenvalue, the more of the state lives in the block.

## How the matrices and energies are represented

The block states are labelled by a finite type `n`, and the full space by `Unit ⊕ n`: one label for the level, then those of the block. On this space `hamiltonian a b D` is the matrix $H$ above, and `state x y` is the vector $(x,y)$. The type of `a` makes it real, and the upper-right block is built from `star (b j)`, so $H$ is Hermitian as soon as $D$ is.

The function `weight` is the sum of squared moduli, that is, a squared norm. Applied to `state x y` it expresses normalisation; applied to `resolventD D E *ᵥ b` it is $\|R(E)b\|^2$. The probability of the level itself appears as `‖x‖ ^ 2`.

Invertibility of $E-D$ is stated as a nonzero determinant. Physically, $E$ is not an energy of the isolated block. This excludes states that live on the block alone: if $x=0$, the lower row reads $Dy=Ey$ with $y\neq0$. It also ensures that `resolventD` at $E$ is a true inverse, since Lean assigns a value to the inverse of a singular matrix too.

The self-energy is a function of complex energy, and `deriv` is its complex derivative, evaluated at the real point $E$. For this reason the second equality in `level_weight` is stated between complex numbers, with the real number $|x|^2$ regarded as complex.

The ratio $1/(1-S'(E))$ has the form of the quasiparticle weight used in electronic structure, but here $S$ comes only from eliminating a finite Hermitian block, with no approximation to an interacting self-energy involved. A continuous bath, a complex resonance energy and several retained levels all lie beyond this model.

## From the two rows to the weight

The eigenvalue equation consists of two block rows,

$$
ax+b^\dagger y=Ex,\qquad b_i x+(Dy)_i=Ey_i .
$$

This is `eigen_iff_rows`, proved by reading the vector equation at the level's label and at each block label. The lower row rearranges to $(E-D)y=xb$, and multiplying by the inverse gives

$$
y=x\,R(E)b .
$$

The lemma `block_amplitudes` does the same for any complex $z$ with $z-D$ invertible: its intermediate fact `h` is the rearranged row, and the final rewriting multiplies by the inverse.

Normalisation now determines $|x|^2$:

$$
1=|x|^2+\sum_i|y_i|^2=|x|^2\left(1+\|R(E)b\|^2\right).
$$

The bracket is at least one, so dividing by it is allowed, and the first formula follows. In `level_weight`, `hsum` splits the norm into level and block, `hy` inserts the block amplitudes, and `h1` carries out the division. Hermiticity of $D$ is a hypothesis of the whole theorem, but it enters only in the second formula.

## The slope of the self-energy

For invertible matrices $A$ and $B$,

$$
A^{-1}-B^{-1}=A^{-1}(B-A)B^{-1}.
$$

Taking $A=w-D$ and $B=z-D$ gives $B-A=(z-w)\,1$, hence

$$
R(w)-R(z)=(z-w)R(w)R(z),
$$

which is `resolvent_identity`. Placing it between $b^\dagger$ and $b$ and dividing by $w-z\neq0$ yields

$$
\frac{S(w)-S(z)}{w-z}=-\,b^\dagger R(w)R(z)b .
$$

As $w\to z$, $R(w)\to R(z)$, because the inverse is the adjugate divided by the determinant, both are continuous in $w$, and the determinant is nonzero at $z$. Therefore

$$
S'(z)=-\,b^\dagger R(z)^2b .
$$

The proof of `hasDerivAt_selfEnergy` follows this limit. Continuity of the resolvent is `hR`, and `hlim` is the limit of the right-hand side. The `filter_upwards` step restricts attention to points $w\neq z$ close enough to $z$ that $w-D$ is still invertible; there the difference quotient equals the expression whose limit is known.

When $D$ is Hermitian and $E$ is real, $E-D$ is Hermitian, and so is its inverse. Then

$$
b^\dagger R(E)^2b=(R(E)b)^\dagger(R(E)b)=\|R(E)b\|^2,
$$

so $S'(E)=-\|R(E)b\|^2$. In `hasDerivAt_selfEnergy_real`, `hG` is the Hermiticity of the resolvent, and `hs` moves one resolvent onto the left-hand vector. Substituting this slope into the first weight formula turns $1+\|R(E)b\|^2$ into $1-S'(E)$, which is the last step of `level_weight`.

## Which energies are eigenvalues

The same elimination yields the energy condition. By `eigenvalue_iff`, if $z-D$ is invertible, then $z$ is an eigenvalue of $H$ exactly when

$$
z=a+S(z).
$$

In one direction, insert $y=xR(z)b$ into the upper row to obtain $ax+xS(z)=zx$. Here $x\neq0$, since $x=0$ would force $y=0$ and leave no state, so $x$ cancels. In the other direction, take $x=1$ and $y=R(z)b$. The upper row becomes the assumed equation, and the lower row holds because $(z-D)R(z)b=b$. This vector is nonzero but in general not normalised; when $D$ is Hermitian, $z$ is real, and dividing the vector by its norm gives a state to which the weight formula applies. The equivalence itself does not require $D$ to be Hermitian.

## Two levels, with numbers

If the block has no states at all, $S=0$ and the level has weight one. With a single block state of energy $d$ and coupling $\beta$,

$$
S(z)=\frac{|\beta|^2}{z-d},\qquad
|x|^2=\frac{(E-d)^2}{(E-d)^2+|\beta|^2}.
$$

Take $a=0$, $d=3$ and $\beta=2$. The characteristic equation is $E^2-3E-4=0$, so the energies are $E=4$ and $E=-1$.

At $E=4$, $R(E)b=2/(4-3)=2$ and $S'(4)=-4$, so $|x|^2=1/5$. The normalised eigenvector $(1,2)/\sqrt5$ agrees. The energy condition holds as well, since $a+S(4)=4$.

At $E=-1$, $R(E)b=2/(-4)=-1/2$ and $S'(-1)=-1/4$, so $|x|^2=4/5$, matching the eigenvector $(2,-1)/\sqrt5$. The two weights add up to one, as they must when the level is expanded in an orthonormal eigenbasis.

Weak coupling does not by itself put the weight near one. If $a=d$ and $\beta\neq0$, the energies are $a\pm|\beta|$ and the weight is $1/2$ in both states, however small $|\beta|$ is: each eigenvalue lies at distance exactly $|\beta|$ from the pole of $S$ at $d$, so the slope $S'(E)=-|\beta|^2/(E-d)^2$ stays at $-1$ as the coupling shrinks.
